# Local, drift and Jackson-Feenberg kinetic-energy estimators on a ring

Let $\psi:\mathbb R\to\mathbb R$ be positive, twice continuously differentiable and periodic with period $L\ge 0$, and let $a$ be any real number. With $\hbar=m=1$, define
$$T_{\rm loc}=-\frac{\psi''}{2\psi},\qquad T_{\rm dr}=\frac12\Big(\frac{\psi'}{\psi}\Big)^2,\qquad T_{\rm JF}=-\frac14(\log\psi)''.$$
The integrals of $\psi^2T_{\rm loc}$, $\psi^2T_{\rm dr}$ and $\psi^2T_{\rm JF}$ over $[a,a+L]$ all equal $T=\int_a^{a+L}\tfrac12\psi'^2\,dx$, and $T\ge0$.

Q: Before any Lean, give me the derivation.

A: First, $(\log\psi)'=\psi'/\psi$, and the quotient rule gives $(\log\psi)''=\psi''/\psi-(\psi'/\psi)^2$. Multiplying by $-1/4$ yields $T_{\rm JF}=\tfrac12(T_{\rm loc}+T_{\rm dr})$ at every point. Second, $\psi^2T_{\rm loc}=-\tfrac12\psi\psi''$ and $\psi^2T_{\rm dr}=\tfrac12\psi'^2$, so for any real $t$
$$\psi^2\big[t\,T_{\rm loc}+(1-t)\,T_{\rm dr}\big]=\tfrac12\psi'^2-\tfrac t2\big(\psi'^2+\psi\psi''\big)=\tfrac12\psi'^2-\tfrac t2(\psi\psi')'.$$
Third, $\int_a^{a+L}(\psi\psi')'\,dx=\psi\psi'\big|_a^{a+L}=0$, because $\psi$ and $\psi'$ are both periodic. Every mixture therefore integrates to $T$, and $t=1,\,0,\,\tfrac12$ give the three estimators. The integrand of $T$ is half a square and $L\ge0$, so $T\ge0$.

Q: My worry is that the formal objects have the answer built in. If $T_{\rm JF}$ is defined as the mean of the other two, nothing has been shown about the logarithm.

A: It is not defined that way. Each estimator is a function of position written from its own formula, with `deriv` for $d/dx$, and `jfKinetic` differentiates `log (ψ y)` twice.

```lean
import Mathlib

open Real intervalIntegral

namespace JacksonFeenberg

noncomputable section

/-- Local kinetic energy `-ψ''/(2ψ)`. -/
def localKinetic (ψ : ℝ → ℝ) (x : ℝ) : ℝ := -deriv (deriv ψ) x / (2 * ψ x)

/-- Drift estimator `(ψ'/ψ)²/2`. -/
def driftKinetic (ψ : ℝ → ℝ) (x : ℝ) : ℝ := (deriv ψ x / ψ x) ^ 2 / 2

/-- Jackson-Feenberg estimator `-(log ψ)''/4`. -/
def jfKinetic (ψ : ℝ → ℝ) (x : ℝ) : ℝ := -deriv (deriv fun y => log (ψ y)) x / 4
```

Q: Where is the Monte Carlo?

A: Only in the weight. `weighted ψ f a L` is $\int_a^{a+L}\psi^2f\,dx$ for an estimator $f$, `kinetic ψ a L` is $T$, and `vmcAverage ψ f a L` divides the weighted integral by the norm $N=\int_a^{a+L}\psi^2dx$. This quotient is the expectation of $f$ under the density $\psi^2/N$, the number that a sampler of that density estimates. No Markov chain, sample mean or variance appears.

```lean
/-- Integral of an estimator `f` with weight `ψ²` from `a` to `a + L`. -/
def weighted (ψ f : ℝ → ℝ) (a L : ℝ) : ℝ := ∫ x in a..a + L, ψ x ^ 2 * f x

/-- Gradient form of the kinetic energy, the integral of `ψ'²/2` from `a` to `a + L`. -/
def kinetic (ψ : ℝ → ℝ) (a L : ℝ) : ℝ := ∫ x in a..a + L, deriv ψ x ^ 2 / 2

/-- Average of `f` over the density `ψ²` normalised on the cell from `a` to `a + L`. -/
def vmcAverage (ψ f : ℝ → ℝ) (a L : ℝ) : ℝ :=
  weighted ψ f a L / ∫ x in a..a + L, ψ x ^ 2
```

Q: I recall that `deriv` is defined for every function. Are these true derivatives?

A: Under the hypotheses, yes. Lean gives `deriv` the value zero at a point of non-differentiability, and division by zero and `log 0` are also zero, but `ContDiff ℝ 2 ψ` and `∀ x, 0 < ψ x` keep those cases from arising. The lemma `regularity` writes $2=1+1$ and peels off one derivative at a time, giving $\psi$ and $\psi'$ differentiable and $\psi''$ continuous. The lemma `deriv_periodic` differentiates the identity $\psi(x+L)=\psi(x)$, which is what `Function.Periodic ψ L` says.

```lean
variable {ψ : ℝ → ℝ} {L : ℝ}

/-- For twice continuously differentiable `ψ`, both `ψ` and `ψ'` are differentiable and
`ψ''` is continuous. -/
theorem regularity (hψ : ContDiff ℝ 2 ψ) :
    Differentiable ℝ ψ ∧ Differentiable ℝ (deriv ψ) ∧ Continuous (deriv (deriv ψ)) := by
  have h : ContDiff ℝ (1 + 1) ψ := by
    rw [one_add_one_eq_two]
    exact hψ
  have h' := contDiff_succ_iff_deriv.1 h
  have h'' := contDiff_one_iff_deriv.1 h'.2.2
  exact ⟨h'.1, h''.1, h''.2⟩

/-- The derivative of an `L`-periodic function is `L`-periodic. -/
theorem deriv_periodic (hper : Function.Periodic ψ L) : Function.Periodic (deriv ψ) L := by
  intro a
  have h : (fun x => ψ (x + L)) = ψ := funext hper
  rw [← deriv_comp_add_const, h]
```

Q: Match the first step of the derivation.

A: In `jf_eq_mean`, `hl` is $(\log\psi)'=\psi'/\psi$ as an equation between functions, which is needed in order to differentiate again, and `hq` is the quotient rule at $x$. Then `field_simp` clears the denominators using $\psi(x)\neq0$ and `ring` checks the remaining polynomial identity. Periodicity is not used.

```lean
/-- At every point the Jackson-Feenberg estimator is the mean of the local kinetic energy
and the drift estimator. -/
theorem jf_eq_mean (hpos : ∀ x, 0 < ψ x) (hψ : ContDiff ℝ 2 ψ) (x : ℝ) :
    jfKinetic ψ x = (localKinetic ψ x + driftKinetic ψ x) / 2 := by
  obtain ⟨h1, h2, -⟩ := regularity hψ
  have hx := (hpos x).ne'
  -- (log ψ)' = ψ'/ψ, then the quotient rule
  have hl : deriv (fun y => log (ψ y)) = fun y => deriv ψ y / ψ y :=
    funext fun y => ((h1 y).hasDerivAt.log (hpos y).ne').deriv
  have hq := ((h2 x).hasDerivAt.fun_div (h1 x).hasDerivAt hx).deriv
  unfold jfKinetic localKinetic driftKinetic
  rw [hl, hq]
  field_simp
  ring
```

Q: And the integration by parts? That is where I would expect a slip.

A: It is `flux_integral`, and the pattern is worth reusing. The lemma `integral_eq_sub_of_hasDerivAt` is the fundamental theorem of calculus. It is given the antiderivative `f` as $\psi\psi'$ and its derivative `f'` explicitly, with the product rule supplied by `fun_mul` and integrability by continuity. The boundary term then cancels through `hper a` and `deriv_periodic hper a`.

```lean
/-- The integral of `ψ'ψ' + ψψ''` over one period vanishes. -/
theorem flux_integral (hψ : ContDiff ℝ 2 ψ) (hper : Function.Periodic ψ L) (a : ℝ) :
    ∫ x in a..a + L, (deriv ψ x * deriv ψ x + ψ x * deriv (deriv ψ) x) = 0 := by
  obtain ⟨h1, h2, h3⟩ := regularity hψ
  have hc : Continuous fun x => deriv ψ x * deriv ψ x + ψ x * deriv (deriv ψ) x :=
    (h2.continuous.mul h2.continuous).add (h1.continuous.mul h3)
  -- the integrand is (ψψ')', and ψψ' is periodic
  have h := integral_eq_sub_of_hasDerivAt (a := a) (b := a + L)
    (f := fun x => ψ x * deriv ψ x)
    (f' := fun x => deriv ψ x * deriv ψ x + ψ x * deriv (deriv ψ) x)
    (fun x _ => (h1 x).hasDerivAt.fun_mul (h2 x).hasDerivAt) (hc.intervalIntegrable _ _)
  rw [h]
  simp only [hper a, deriv_periodic hper a, sub_self]
```

The easy mistake is to ask only for $\psi(a)=\psi(a+L)$. Take $\psi=2+\sin x$ on $[0,\pi]$. The end values agree, but $\psi'$ runs from $1$ to $-1$, the boundary term $\psi\psi'\big|_0^\pi$ is $-4$, and the weighted local integral is $2+\pi/4$ against $T=\pi/4$.

Q: Why the parameter $t$?

A: One computation then serves all three estimators. In `mixed_estimator`, `key` is the displayed pointwise identity. `integral_sub` splits the integral, with `c1` and `c2` supplying continuity of the two parts, the constant $t/2$ is pulled out, and `flux_integral` removes the second part. No sign of $L$ is assumed here.

```lean
/-- For every real `t`, the estimator `t * local + (1 - t) * drift` has `ψ²`-weighted
integral over one period equal to the integral of `ψ'²/2`. -/
theorem mixed_estimator (hpos : ∀ x, 0 < ψ x) (hψ : ContDiff ℝ 2 ψ)
    (hper : Function.Periodic ψ L) (a t : ℝ) :
    weighted ψ (fun x => t * localKinetic ψ x + (1 - t) * driftKinetic ψ x) a L
      = kinetic ψ a L := by
  obtain ⟨h1, h2, h3⟩ := regularity hψ
  -- the weighted integrand is ψ'²/2 minus a multiple of (ψψ')'
  have key : ∀ x, ψ x ^ 2 * (t * localKinetic ψ x + (1 - t) * driftKinetic ψ x)
      = deriv ψ x ^ 2 / 2
        - t / 2 * (deriv ψ x * deriv ψ x + ψ x * deriv (deriv ψ) x) := by
    intro x
    have hx := (hpos x).ne'
    unfold localKinetic driftKinetic
    field_simp
    ring
  have c1 : Continuous fun x => deriv ψ x ^ 2 / 2 := (h2.continuous.pow 2).div_const 2
  have c2 : Continuous fun x =>
      t / 2 * (deriv ψ x * deriv ψ x + ψ x * deriv (deriv ψ) x) :=
    continuous_const.mul ((h2.continuous.mul h2.continuous).add (h1.continuous.mul h3))
  unfold weighted kinetic
  simp only [key]
  rw [integral_sub (c1.intervalIntegrable _ _) (c2.intervalIntegrable _ _),
    intervalIntegral.integral_const_mul, flux_integral hψ hper a, mul_zero, sub_zero]
```

Q: Read me the main statement in words.

A: For $L\ge0$, positive $\psi$ of class $C^2$ with period $L$, and every starting point $a$, each of the three weighted integrals equals `kinetic ψ a L`, and this number is nonnegative. The helper `mix` says that any $f$ equal pointwise to a mixture has weighted integral $T$. It is applied with $t=1$, $0$ and $1/2$, the last after `jf_eq_mean`. The hypothesis `hL` enters only the inequality, because the interval integral is oriented and changes sign when the limits are exchanged. $L$ may be any period, not only the least one.

```lean
/-- For positive, twice continuously differentiable, `L`-periodic `ψ`, the `ψ²`-weighted
integrals over one period of the local, drift and Jackson-Feenberg estimators all equal the
integral of `ψ'²/2`, which is nonnegative. -/
theorem jackson_feenberg (hL : 0 ≤ L) (hpos : ∀ x, 0 < ψ x) (hψ : ContDiff ℝ 2 ψ)
    (hper : Function.Periodic ψ L) (a : ℝ) :
    weighted ψ (localKinetic ψ) a L = kinetic ψ a L ∧
    weighted ψ (driftKinetic ψ) a L = kinetic ψ a L ∧
    weighted ψ (jfKinetic ψ) a L = kinetic ψ a L ∧ 0 ≤ kinetic ψ a L := by
  -- the three estimators are the mixtures t = 1, 0, 1/2
  have mix : ∀ (f : ℝ → ℝ) (t : ℝ),
      (∀ x, f x = t * localKinetic ψ x + (1 - t) * driftKinetic ψ x) →
      weighted ψ f a L = kinetic ψ a L := fun f t hf =>
    (congrArg (fun g => weighted ψ g a L) (funext hf)).trans
      (mixed_estimator hpos hψ hper a t)
  refine ⟨mix _ 1 fun x => by ring, mix _ 0 fun x => by ring, mix _ (1 / 2) fun x => ?_, ?_⟩
  · rw [jf_eq_mean hpos hψ]
    ring
  · exact intervalIntegral.integral_nonneg (by linarith) fun x _ => by positivity
```

Q: With $L=0$ every function is periodic and every integral is zero. That is not much physics.

A: True, and the next two theorems take $L>0$. The first says that $T=0$ exactly when $\psi$ is constant, with no positivity of $\psi$ assumed. If $\psi'(c)\ne0$ at some point $c$, then `intervalIntegral.integral_pos` makes the integral over $[c,c+L]$ positive, since the integrand is continuous, nonnegative and positive at $c$. By `intervalIntegral_add_eq` that integral equals the one over $[a,a+L]$, which contradicts $T=0$. So $\psi'$ vanishes everywhere and $\psi$ is constant. Conversely a constant has $\psi'=0$.

```lean
/-- For a positive period, the integral of `ψ'²/2` over one period vanishes exactly when
`ψ` is constant. -/
theorem kinetic_eq_zero_iff (hL : 0 < L) (hψ : ContDiff ℝ 2 ψ)
    (hper : Function.Periodic ψ L) (a : ℝ) :
    kinetic ψ a L = 0 ↔ ∀ x y, ψ x = ψ y := by
  obtain ⟨h1, h2, -⟩ := regularity hψ
  constructor
  · intro h0
    refine is_const_of_deriv_eq_zero h1 fun c => ?_
    by_contra hc
    -- move the cell so that it starts at a point with ψ' ≠ 0
    have hp : Function.Periodic (fun x => deriv ψ x ^ 2 / 2) L := fun x => by
      simp only [deriv_periodic hper x]
    have c1 : Continuous fun x => deriv ψ x ^ 2 / 2 := (h2.continuous.pow 2).div_const 2
    have hI : 0 < ∫ x in c..c + L, deriv ψ x ^ 2 / 2 :=
      intervalIntegral.integral_pos (by linarith) c1.continuousOn
        (fun x _ => by positivity) ⟨c, ⟨le_rfl, by linarith⟩, by positivity⟩
    have hs := hp.intervalIntegral_add_eq a c
    unfold kinetic at h0
    linarith
  · intro h
    have e : ψ = fun _ => ψ 0 := funext fun x => h x 0
    unfold kinetic
    rw [e]
    simp
```

Q: A simulation reports a normalised energy, not $T$.

A: That is `vmcAverage_eq`. It proves $N>0$ by the same positivity lemma, applied to $\psi^2$ at the point $a$. After the three numerators are rewritten as $T$, each average is $T/N$, so the averages coincide and are nonnegative.

```lean
/-- For a positive period the norm `∫ ψ²` is positive, and the normalised averages of the
three estimators coincide and are nonnegative. -/
theorem vmcAverage_eq (hL : 0 < L) (hpos : ∀ x, 0 < ψ x) (hψ : ContDiff ℝ 2 ψ)
    (hper : Function.Periodic ψ L) (a : ℝ) :
    0 < ∫ x in a..a + L, ψ x ^ 2 ∧
    vmcAverage ψ (localKinetic ψ) a L = vmcAverage ψ (driftKinetic ψ) a L ∧
    vmcAverage ψ (driftKinetic ψ) a L = vmcAverage ψ (jfKinetic ψ) a L ∧
    0 ≤ vmcAverage ψ (jfKinetic ψ) a L := by
  obtain ⟨e1, e2, e3, h0⟩ := jackson_feenberg hL.le hpos hψ hper a
  have c : Continuous fun x => ψ x ^ 2 := hψ.continuous.pow 2
  have hN : 0 < ∫ x in a..a + L, ψ x ^ 2 :=
    intervalIntegral.integral_pos (by linarith) c.continuousOn
      (fun x _ => by positivity) ⟨a, ⟨le_rfl, by linarith⟩, pow_pos (hpos a) 2⟩
  unfold vmcAverage
  rw [e1, e2, e3]
  exact ⟨hN, rfl, rfl, div_nonneg h0 hN.le⟩
```

Q: What does this leave out of the identity that I know by this name?

A: A good deal of the setting. There is one coordinate on a ring, where the many-body form has gradients and Laplacians over all particle coordinates. The function $\psi$ is real and strictly positive, which excludes nodes, and it is $C^2$, which excludes cusps. Positivity, smoothness and periodicity are all that is assumed of $\psi$, which need not be an eigenstate of the Hamiltonian under study. In variational Monte Carlo for one particle on a ring with a smooth nodeless trial function, the result means that the three estimators have the same expectation, so comparing their sample means can serve as a consistency check on the derivatives and the sampling. It does not say which estimator fluctuates least.

Q: Could the hypotheses have been set up differently?

A: One could state the theorem on the cell alone, with $\psi$, $\psi'$, $\psi''$ given as three functions tied by `HasDerivAt`, keep $\psi>0$ and the continuity of $\psi''$ on the cell, and in place of periodicity assume only that $\psi\psi'$ takes the same value at $a$ and at $a+L$. The three integrals would agree by the same argument, for that one cell. The freedom in $a$ would be lost, and the case $T=0$ would give constancy on the cell only.

Q: Last doubt. Might the estimators simply be the same function whenever the hypotheses hold?

A: No. For $\psi=2+\cos x$ and $L=2\pi$, `cosTrial_witness` proves positivity, smoothness and periodicity, and shows $T_{\rm loc}(0)=1/6$ while $T_{\rm dr}(0)=0$. The weighted local integral over $[0,2\pi]$ is obtained by `jackson_feenberg` as $\int_0^{2\pi}\tfrac12\sin^2x\,dx=\pi/2$. Direct integration gives $N=9\pi$ and a normalised kinetic energy of $1/18$; that value, the $2+\sin x$ example and the single-cell variant were worked out on paper and not in Lean.

```lean
/-- The trial function `2 + cos x`. -/
def cosTrial (x : ℝ) : ℝ := 2 + cos x

/-- `2 + cos x` is positive, twice continuously differentiable and `2π`-periodic, its weighted
local kinetic energy is `π/2`, and at `x = 0` the local and drift estimators are `1/6` and `0`. -/
theorem cosTrial_witness :
    (∀ x, 0 < cosTrial x) ∧ ContDiff ℝ 2 cosTrial ∧ Function.Periodic cosTrial (2 * π) ∧
    weighted cosTrial (localKinetic cosTrial) 0 (2 * π) = π / 2 ∧
    localKinetic cosTrial 0 = 1 / 6 ∧ driftKinetic cosTrial 0 = 0 := by
  have hpos : ∀ x, 0 < cosTrial x := fun x => by
    have := neg_one_le_cos x
    unfold cosTrial
    linarith
  have hψ : ContDiff ℝ 2 cosTrial := contDiff_const.add contDiff_cos
  have hper : Function.Periodic cosTrial (2 * π) := fun x => by
    simp only [cosTrial, cos_add_two_pi]
  have d1 : deriv cosTrial = fun x => -sin x :=
    funext fun x => ((hasDerivAt_cos x).const_add 2).deriv
  have d2 : deriv (fun x => -sin x) 0 = -cos 0 := (hasDerivAt_sin 0).fun_neg.deriv
  refine ⟨hpos, hψ, hper, ?_, ?_, ?_⟩
  · rw [(jackson_feenberg (by positivity) hpos hψ hper 0).1]
    unfold kinetic
    simp only [d1, neg_sq, zero_add]
    rw [intervalIntegral.integral_div, integral_sin_sq, sin_zero, sin_two_pi]
    ring
  · unfold localKinetic
    rw [d1, d2]
    norm_num [cosTrial]
  · unfold driftKinetic
    rw [d1]
    simp

end

end JacksonFeenberg
```

```lean
#print axioms JacksonFeenberg.jackson_feenberg
#print axioms JacksonFeenberg.kinetic_eq_zero_iff
#print axioms JacksonFeenberg.vmcAverage_eq
```

```
'JacksonFeenberg.jackson_feenberg' depends on axioms: [propext, Classical.choice, Quot.sound]
'JacksonFeenberg.kinetic_eq_zero_iff' depends on axioms: [propext, Classical.choice, Quot.sound]
'JacksonFeenberg.vmcAverage_eq' depends on axioms: [propext, Classical.choice, Quot.sound]
```
